# With a charge conjugation matrix, reversing a product of $k$ gamma matrices multiplies its trace by $(-1)^k$

## The matrices and the charge conjugation condition

Let $\gamma^\mu$ be a family of square complex matrices. Their rows and columns are labelled by a finite set `n`, the spinor index, and $\mu$ runs over a set `ι`. Neither set has a prescribed size, so the dimension of spacetime and the number of spinor components stay open. A third type `α` will label the factors of more general products. A superscript $T$ denotes the transpose, without complex conjugation.

```lean
import Mathlib

open Matrix

namespace ChargeConjugationTraces

noncomputable section

variable {n ι α : Type*} [Fintype n] [DecidableEq n]
```

A charge conjugation matrix is an invertible $C$ with

$$C\gamma^\mu = -(\gamma^\mu)^T C \qquad\text{for all } \mu .$$

Physically, take the usual Dirac matrices, with $(\gamma^0)^2=1$ and $(\gamma^\mu)^\dagger=\gamma^0\gamma^\mu\gamma^0$. If $\psi$ solves the Dirac equation for a particle of charge $q$ in an electromagnetic field, this relation makes $C^{-1}\bar\psi^{\,T}$ a solution of the equation for charge $-q$, where $\bar\psi=\psi^\dagger\gamma^0$ is the Dirac adjoint. In the general theorems the existence of such a $C$ is a hypothesis; for the four Dirac matrices an explicit one is given at the end. The anticommutation relations of the $\gamma^\mu$ are not assumed, and no metric appears.

```lean
/-- The matrix `C` is invertible and carries every gamma matrix into minus its transpose:
`C γ^μ = -(γ^μ)ᵀ C`. -/
structure IsChargeConjugation (C : Matrix n n ℂ) (γ : ι → Matrix n n ℂ) : Prop where
  isUnit : IsUnit C
  intertwines : ∀ μ, C * γ μ = -(γ μ)ᵀ * C
```

`IsChargeConjugation C γ` is a proposition with two parts: `isUnit` says that $C$ is invertible, and `intertwines` is the displayed relation.

The relation is often written with an inverse. Multiplying it on the right by $C^{-1}$ gives

$$C\gamma^\mu C^{-1} = -(\gamma^\mu)^T ,$$

and multiplying this on the right by $C$ leads back. Texts that write $C^{-1}\gamma^\mu C = -(\gamma^\mu)^T$ use the letter $C$ for the inverse of the matrix meant here.

```lean
/-- For invertible `C`, the defining relation is the same as `C γ^μ C⁻¹ = -(γ^μ)ᵀ`. -/
theorem isChargeConjugation_iff {C : Matrix n n ℂ} (hC : IsUnit C) (γ : ι → Matrix n n ℂ) :
    IsChargeConjugation C γ ↔ ∀ μ, C * γ μ * C⁻¹ = -(γ μ)ᵀ := by
  have hd : IsUnit C.det := (Matrix.isUnit_iff_isUnit_det C).mp hC
  constructor
  · intro h μ
    rw [h.intertwines μ, Matrix.mul_assoc, Matrix.mul_nonsing_inv _ hd, Matrix.mul_one]
  · intro h
    refine ⟨hC, fun μ => ?_⟩
    rw [← h μ, Matrix.mul_assoc, Matrix.nonsing_inv_mul _ hd, Matrix.mul_one]
```

The two directions of the proof are these two multiplications. Lean's cancellation lemmas for $C^{-1}$ ask for an invertible determinant, which `hd` obtains from the invertibility of $C$.

## Moving $C$ through a product

The loop calculation below needs slightly more than a product of gamma matrices, so take two families of matrices $f_a$ and $g_a$ with

$$C f_a = -g_a^T C \qquad\text{for all } a .$$

For a list $a_1,\dots,a_k$ the claim is

$$C\, f_{a_1} f_{a_2}\cdots f_{a_k} = (-1)^k \left(g_{a_k}\cdots g_{a_2}\, g_{a_1}\right)^T C .$$

For $k=0$ both products are the identity matrix and both sides equal $C$. For the induction step, let $P$ be the product of the $f$'s over a list of length $k$, and $Q$ the product of the $g$'s over the same list in reversed order, so that $CP = (-1)^k Q^T C$. Putting a new factor $f_a$ in front gives

$$C f_a P = -g_a^T\, C P = (-1)^{k+1} g_a^T Q^T C = (-1)^{k+1} (Q g_a)^T C .$$

The new factor stands first in the original product and last in the reversed one, as it should.

```lean
/-- If `C` carries each factor `f a` into minus the transpose of `g a`, it carries a product of
`k` factors `f` into `(-1)^k` times the transpose of the reversed product of the `g`. -/
theorem intertwine_prod {C : Matrix n n ℂ} {f g : α → Matrix n n ℂ}
    (h : ∀ a, C * f a = -(g a)ᵀ * C) (l : List α) :
    C * (l.map f).prod = (-1 : ℂ) ^ l.length • (((l.reverse.map g).prod)ᵀ * C) := by
  induction l with
  | nil => simp
  | cons a l ih =>
    simp only [List.map_cons, List.prod_cons, List.reverse_cons, List.map_append,
      List.prod_append, List.map_nil, List.prod_nil, mul_one, List.length_cons,
      Matrix.transpose_mul]
    -- move `C` past the first factor, then past the rest
    rw [← mul_assoc, h a, mul_assoc, ih, Matrix.mul_smul, pow_succ, mul_neg_one, neg_smul,
      neg_mul, smul_neg, mul_assoc]
```

In the statement, `(l.map f).prod` is the ordered product of the $f_a$ over the list `l`, and `l.reverse.map g` lists the $g_a$ in the opposite order. The `simp only` call splits off the first factor on the left and the last factor on the right, and expands the transpose of the product. The rewriting that follows uses `h a` to move $C$ past the first factor, the induction hypothesis `ih` to move it past the rest, and then collects the signs.

## Cancelling $C$ under the trace

With $P = f_{a_1}\cdots f_{a_k}$ and $Q = g_{a_k}\cdots g_{a_1}$, insert $C^{-1}C = 1$ and use the previous result:

$$\operatorname{tr} P = \operatorname{tr}(C^{-1} C P) = (-1)^k \operatorname{tr}(C^{-1} Q^T C) = (-1)^k \operatorname{tr} Q^T = (-1)^k \operatorname{tr} Q .$$

The third equality is cyclicity of the trace, and the fourth holds because a matrix and its transpose have the same diagonal. Since $(-1)^k(-1)^k = 1$, multiplying by $(-1)^k$ gives

$$\operatorname{tr} Q = (-1)^k \operatorname{tr} P .$$

```lean
/-- If an invertible `C` carries each `f a` into minus the transpose of `g a`, the trace of the
reversed product of `k` factors `g` is `(-1)^k` times the trace of the product of the `f`. -/
theorem trace_reverse_of_intertwine {C : Matrix n n ℂ} (hC : IsUnit C)
    {f g : α → Matrix n n ℂ} (h : ∀ a, C * f a = -(g a)ᵀ * C) (l : List α) :
    trace (l.reverse.map g).prod = (-1 : ℂ) ^ l.length * trace (l.map f).prod := by
  have hd : IsUnit C.det := (Matrix.isUnit_iff_isUnit_det C).mp hC
  -- insert `C⁻¹ C` under the trace and use cyclicity
  have h1 : trace (l.map f).prod = (-1 : ℂ) ^ l.length * trace (l.reverse.map g).prod := by
    calc trace (l.map f).prod = trace (C⁻¹ * (C * (l.map f).prod)) := by
          rw [← mul_assoc, Matrix.nonsing_inv_mul _ hd, one_mul]
      _ = (-1 : ℂ) ^ l.length * trace (C⁻¹ * (((l.reverse.map g).prod)ᵀ * C)) := by
          rw [intertwine_prod h l, Matrix.mul_smul, Matrix.trace_smul, smul_eq_mul]
      _ = (-1 : ℂ) ^ l.length * trace (l.reverse.map g).prod := by
          rw [Matrix.trace_mul_comm, mul_assoc, Matrix.mul_nonsing_inv _ hd, mul_one,
            Matrix.trace_transpose]
  have hs : (-1 : ℂ) ^ l.length * (-1 : ℂ) ^ l.length = 1 := by
    rw [← mul_pow]
    norm_num
  rw [h1, ← mul_assoc, hs, one_mul]
```

The `calc` block in `h1` follows the displayed chain, with its last two equalities combined into one step. The fact `hs` is $(-1)^k(-1)^k=1$, which solves the equation for the reversed trace.

For gamma matrices both families are the same, $f_\mu = g_\mu = \gamma^\mu$, and the condition on them is the defining relation of $C$. Hence

$$\operatorname{tr}\left(\gamma^{\mu_k}\cdots\gamma^{\mu_1}\right) = (-1)^k \operatorname{tr}\left(\gamma^{\mu_1}\cdots\gamma^{\mu_k}\right).$$

```lean
/-- Reversing the order of `k` gamma matrices under the trace multiplies the trace
by `(-1)^k`. -/
theorem trace_reverse_gamma {C : Matrix n n ℂ} {γ : ι → Matrix n n ℂ}
    (hC : IsChargeConjugation C γ) (l : List ι) :
    trace (l.reverse.map γ).prod = (-1 : ℂ) ^ l.length * trace (l.map γ).prod :=
  trace_reverse_of_intertwine hC.isUnit hC.intertwines l
```

The list `l` holds the indices $\mu_1,\dots,\mu_k$; repetitions are allowed, and so is the empty list. For $k=1$ the identity reads $\operatorname{tr}\gamma^\mu = -\operatorname{tr}\gamma^\mu$, so each $\gamma^\mu$ is traceless. For even $k$ a trace may be read in either direction without a change of sign.

## Propagator numerators with a mass

From here on the index $\mu$ runs over a finite set. The slashed momentum is

$$\not p = \sum_\mu p_\mu \gamma^\mu .$$

The numbers $p_\mu$ are the components with lower index, so any metric has already been applied in forming them. They may be complex.

```lean
/-- The slashed momentum: the sum of `p_μ γ^μ` over `μ`. -/
def slash [Fintype ι] (γ : ι → Matrix n n ℂ) (p : ι → ℂ) : Matrix n n ℂ :=
  ∑ μ, p μ • γ μ
```

The numerator of the fermion propagator is $\not p + m$, with the mass multiplying the identity matrix.

```lean
/-- The numerator of the fermion propagator: slashed momentum plus mass. -/
def propNumerator [Fintype ι] (γ : ι → Matrix n n ℂ) (m : ℂ) (p : ι → ℂ) : Matrix n n ℂ :=
  slash γ p + m • (1 : Matrix n n ℂ)
```

The mass $m$ may also be any complex number, and no mass-shell condition relates it to $p$.

Summing the defining relation of $C$ with weights $p_\mu$ gives $C\not p = -\not p^{\,T} C$. The mass term commutes with $C$ and equals its own transpose. Together,

$$C(\not p + m) = (-\not p^{\,T} + m)\,C = (-\not p + m)^T C .$$

Unlike a single gamma matrix, the numerator gives no overall sign; its momentum is reversed instead.

```lean
/-- Charge conjugation carries the propagator numerator at momentum `p` into the transpose of
the one at momentum `-p`. -/
theorem intertwine_propNumerator [Fintype ι] {C : Matrix n n ℂ} {γ : ι → Matrix n n ℂ}
    (hC : IsChargeConjugation C γ) (m : ℂ) (p : ι → ℂ) :
    C * propNumerator γ m p = (propNumerator γ m (-p))ᵀ * C := by
  have hslash : C * slash γ p = -(slash γ p)ᵀ * C := by
    simp only [slash, Matrix.transpose_sum, Matrix.transpose_smul, Finset.mul_sum, neg_mul,
      Finset.sum_mul, Matrix.mul_smul, Matrix.smul_mul, hC.intertwines, smul_neg,
      Finset.sum_neg_distrib]
  have hneg : slash γ (-p) = -slash γ p := by
    simp [slash]
  unfold propNumerator
  rw [mul_add, hslash, hneg, Matrix.transpose_add, Matrix.transpose_neg, Matrix.transpose_smul,
    Matrix.transpose_one, add_mul, Matrix.mul_smul, Matrix.smul_mul, mul_one, one_mul]
```

Here `hslash` is the summed relation and `hneg` says that the slashed momentum is odd in $p$. The final rewriting distributes $C$ over the two terms and treats each of them separately.

## A fermion loop traversed in the opposite direction

Consider a closed fermion line with vertices $\gamma^{\mu_1},\dots,\gamma^{\mu_k}$, where the propagator after vertex $i$ carries momentum $p_i$. Its trace is

$$T = \operatorname{tr}\left[\gamma^{\mu_1}(\not p_1+m)\,\gamma^{\mu_2}(\not p_2+m)\cdots\gamma^{\mu_k}(\not p_k+m)\right].$$

Running through the same loop backwards reverses the order of all factors and the sign of every momentum:

$$T' = \operatorname{tr}\left[(-\not p_k+m)\gamma^{\mu_k}\cdots(-\not p_2+m)\gamma^{\mu_2}\,(-\not p_1+m)\gamma^{\mu_1}\right].$$

To compare the two, treat a vertex and the propagator after it as one factor. Moving $C$ through this factor gives

$$C\gamma^\mu(\not p+m) = -(\gamma^\mu)^T C(\not p+m) = -(\gamma^\mu)^T(-\not p+m)^T C = -\left[(-\not p+m)\gamma^\mu\right]^T C .$$

This is the condition $Cf=-g^TC$ with $f=\gamma^\mu(\not p+m)$ and $g=(-\not p+m)\gamma^\mu$. There is one sign for each vertex and none for the propagators, so the general trace rule gives $T' = (-1)^k T$.

```lean
/-- A fermion loop with `k` vertices `γ^μ`, each followed by a propagator numerator: running
through it backwards with reversed momenta multiplies its trace by `(-1)^k`. -/
theorem trace_reverse_loop [Fintype ι] {C : Matrix n n ℂ} {γ : ι → Matrix n n ℂ}
    (hC : IsChargeConjugation C γ) (m : ℂ) (l : List (ι × (ι → ℂ))) :
    trace (l.reverse.map fun x => propNumerator γ m (-x.2) * γ x.1).prod =
      (-1 : ℂ) ^ l.length * trace (l.map fun x => γ x.1 * propNumerator γ m x.2).prod := by
  refine trace_reverse_of_intertwine hC.isUnit (fun x => ?_) l
  -- only the vertex contributes a sign
  rw [← mul_assoc, hC.intertwines, mul_assoc, intertwine_propNumerator hC,
    Matrix.transpose_mul]
  simp only [neg_mul, mul_assoc]
```

Each entry `x` of the list is a pair: `x.1` is the vertex index $\mu_i$ and `x.2` is the momentum $p_i$. The proof applies `trace_reverse_of_intertwine` to these pairs, and what remains to be shown is the displayed relation for one of them. The momenta are independent of each other in the theorem. Momentum conservation at the vertices is therefore not needed, and the identity also holds when it is imposed.

For odd $k$ the sign is $-1$, and the two orientations cancel:

$$T + T' = 0 .$$

```lean
/-- For an odd number of vertices, the traces of the two orientations of a fermion loop
add up to zero, for any mass and any momenta. -/
theorem loop_orientations_cancel [Fintype ι] {C : Matrix n n ℂ} {γ : ι → Matrix n n ℂ}
    (hC : IsChargeConjugation C γ) (m : ℂ) (l : List (ι × (ι → ℂ))) (hl : Odd l.length) :
    trace (l.map fun x => γ x.1 * propNumerator γ m x.2).prod +
      trace (l.reverse.map fun x => propNumerator γ m (-x.2) * γ x.1).prod = 0 := by
  rw [trace_reverse_loop hC, hl.neg_one_pow]
  ring
```

The hypothesis `hl` says that the number of vertices is odd. The mass is arbitrary, so the cancellation is not restricted to massless fermions.

In quantum electrodynamics this is the algebra behind Furry's theorem, by which closed fermion loops with an odd number of external photons give no net contribution; the identity above concerns only the spinor traces of one loop at fixed momenta. To reach the amplitude, one also has to include the scalar denominators, which are even in each momentum, integrate over the loop momentum with a suitable regularisation, and sum over the orderings of the photons. For $k=1$ the two orientations belong to the same diagram, and the identity says that $\operatorname{tr}[\gamma^\mu(\not p+m)]$ is odd in $p$.

## An explicit $C$ for the four Dirac matrices

In the Dirac representation, written in $2\times2$ blocks with the Pauli matrices $\sigma_j$,

$$\gamma^0=\begin{pmatrix}1&0\\0&-1\end{pmatrix},\qquad
\gamma^j=\begin{pmatrix}0&\sigma_j\\-\sigma_j&0\end{pmatrix}\quad(j=1,2,3).$$

```lean
/-- The four gamma matrices in the Dirac representation. -/
def diracGamma : Fin 4 → Matrix (Fin 4) (Fin 4) ℂ :=
  ![!![1, 0, 0, 0; 0, 1, 0, 0; 0, 0, -1, 0; 0, 0, 0, -1],
    !![0, 0, 0, 1; 0, 0, 1, 0; 0, -1, 0, 0; -1, 0, 0, 0],
    !![0, 0, 0, -Complex.I; 0, 0, Complex.I, 0; 0, Complex.I, 0, 0; -Complex.I, 0, 0, 0],
    !![0, 0, 1, 0; 0, 0, 0, -1; -1, 0, 0, 0; 0, 1, 0, 0]]
```

The type `Fin 4` numbers the matrices from 0 to 3, in agreement with the usual labels.

For $C$ take

$$C = i\gamma^2\gamma^0=\begin{pmatrix}0&0&0&-1\\0&0&1&0\\0&-1&0&0\\1&0&0&0\end{pmatrix}.$$

```lean
/-- The matrix `i γ² γ⁰` in the Dirac representation, written out by its entries. -/
def diracC : Matrix (Fin 4) (Fin 4) ℂ :=
  !![0, 0, 0, -1; 0, 0, 1, 0; 0, -1, 0, 0; 1, 0, 0, 0]
```

This matrix is real and antisymmetric, and multiplication gives $C^2=-1$. Hence $C$ is invertible, with $C^{-1}=-C$.

The relation with the gamma matrices follows from their symmetry. The matrices $\gamma^0$ and $\gamma^2$ are symmetric, so $C$ has to anticommute with them. The matrices $\gamma^1$ and $\gamma^3$ are antisymmetric, so $C$ has to commute with them. Since different gamma matrices anticommute, the product $\gamma^2\gamma^0$ does both: moving $\gamma^0$ or $\gamma^2$ through it produces one sign, and moving $\gamma^1$ or $\gamma^3$ through it produces two.

```lean
/-- In the Dirac representation, `diracC` is a charge conjugation matrix for the four
gamma matrices. -/
theorem isChargeConjugation_witness : IsChargeConjugation diracC diracGamma := by
  have hsq : diracC * diracC = -1 := by
    ext i j
    fin_cases i <;> fin_cases j <;> simp [diracC, Matrix.mul_apply, Fin.sum_univ_four]
  constructor
  · -- the inverse of `diracC` is `-diracC`
    exact ⟨⟨diracC, -diracC, by rw [mul_neg, hsq, neg_neg], by rw [neg_mul, hsq, neg_neg]⟩, rfl⟩
  · intro μ
    ext i j
    fin_cases μ <;> fin_cases i <;> fin_cases j <;>
      simp [diracC, diracGamma, Matrix.mul_apply, Fin.sum_univ_four]

end

end ChargeConjugationTraces
```

Lean verifies the same relations entry by entry. The fact `hsq` is $C^2=-1$, from which the proof builds the inverse. In the second part `fin_cases` runs through the four values of $\mu$ and all matrix positions, and `simp` evaluates the entries. The trace rule and the loop cancellation therefore apply to the usual four-component Dirac matrices.

```lean
#print axioms ChargeConjugationTraces.isChargeConjugation_iff
#print axioms ChargeConjugationTraces.trace_reverse_gamma
#print axioms ChargeConjugationTraces.loop_orientations_cancel
```

```
'ChargeConjugationTraces.isChargeConjugation_iff' depends on axioms: [propext, Classical.choice, Quot.sound]
'ChargeConjugationTraces.trace_reverse_gamma' depends on axioms: [propext, Classical.choice, Quot.sound]
'ChargeConjugationTraces.loop_orientations_cancel' depends on axioms: [propext, Classical.choice, Quot.sound]
```
